# Directional moments of order below $n$ determine the charges on $n$ given distinct sites

When I replace a charge cloud by point charges, I choose $n$ sites $r_i$ and solve for real charges $q_i$ that reproduce prescribed moments: the total charge, the dipole, the second moment and so on. I then treat the solution as the only one, which amounts to assuming that two sets of charges on these sites with the same moments coincide. Subtracting the two sets, the claim I rely on is the following. Let the sites be pairwise distinct points of a finite-dimensional real inner-product space, and for a vector $u$ and an integer $k \ge 0$ define

$$M_k(u) = \sum_i q_i \langle u, r_i\rangle^k .$$

If $M_k(u) = 0$ for every $u$ and every $k < n$, then all $q_i$ vanish. My argument is that some direction separates all the sites, after which the problem is one-dimensional. I have never proved that such a direction exists, and I don't know whether all $n$ orders are needed. Can this be made rigorous and checked by a machine?

## The claim holds, in any real inner-product space

The claim is true as you state it, and finite dimension plays no part: the argument needs only a real vector space $E$ with an inner product. It has two steps, the construction of a separating vector and a one-dimensional linear system.

For the first step, take a finite set $s$ of nonzero vectors and look for $u$ with $\langle u, v\rangle \ne 0$ for all $v \in s$. For the empty set any $u$ will do. Suppose $u$ works for $s$ and a further nonzero vector $a$ is added. Try $u' = u + t a$ with a real number $t$, so that for each $v \in s \cup \{a\}$

$$\langle u', v\rangle = \langle u, v\rangle + t\,\langle a, v\rangle .$$

If $\langle a, v\rangle \ne 0$, the right side vanishes for the single value $t_v = -\langle u, v\rangle / \langle a, v\rangle$. If $\langle a, v\rangle = 0$, then $v \neq a$ because $\langle a, a\rangle > 0$; hence $v \in s$ and $\langle u', v\rangle = \langle u, v\rangle \ne 0$ whatever $t$ is. There are finitely many values $t_v$ and infinitely many real numbers, so some $t$ avoids them all, and $u'$ works for the enlarged set.

Apply this to the differences $r_i - r_j$ with $i \ne j$, which are nonzero because the sites are distinct. The resulting $u$ satisfies $\langle u, r_i\rangle - \langle u, r_j\rangle = \langle u, r_i - r_j\rangle \ne 0$, so the projections $y_i = \langle u, r_i\rangle$ are $n$ different real numbers. This $u$ was built from the positions alone.

For the second step, number the sites $0, \dots, n-1$. Along the chosen $u$ the hypothesis reads

$$\sum_{i=0}^{n-1} y_i^{\,k}\, q_i = 0, \qquad k = 0, \dots, n-1,$$

a square homogeneous system whose matrix $V_{ki} = y_i^{\,k}$ has the Vandermonde determinant $\prod_{i<j}(y_j - y_i) \ne 0$. Its only solution is $q = 0$. The same conclusion can be read off directly. The polynomial $L_j(y) = \prod_{i \ne j} (y - y_i)/(y_j - y_i)$ has degree $n-1$ and satisfies $L_j(y_i) = \delta_{ij}$. With $c_k$ its coefficients, $L_j(y) = \sum_{k<n} c_k y^k$, one finds $q_j = \sum_i q_i L_j(y_i) = \sum_{k<n} c_k M_k(u) = 0$.

The argument extends to two distributions $\rho$ and $\sigma$ of finitely many point charges on possibly different sites. Let $S$ be the set of points charged in at least one of them, and put the charge $\rho(x) - \sigma(x)$ on each $x \in S$. Its moments are the differences of the moments of $\rho$ and $\sigma$. If these agree for all $u$ and all $k < |S|$, the difference charges vanish on $S$, and off $S$ both distributions are zero, so $\rho = \sigma$.

As to whether all orders are needed, take $n+1$ sites $x_i e$, $i = 0, \dots, n$, on the line through the origin along a vector $e$, with real coordinates $x_i$. Then

$$M_k(u) = \langle u, e\rangle^k \sum_{i=0}^{n} x_i^{\,k} q_i ,$$

so all directions together impose at most one condition per order. The orders $k < n$ give $n$ homogeneous equations in $n+1$ unknowns, which have a nonzero solution. For distinct sites on a line through the origin the highest order demanded by the uniqueness claim is therefore needed. For sites not on one line fewer orders may suffice: for three non-collinear sites, $\sum_i q_i = 0$ and $\sum_i q_i r_i = 0$ already force $q = 0$.

## How charges, sites and moments appear in Lean

The space is a type `E` with `NormedAddCommGroup E` and `InnerProductSpace ℝ E`; neither finite dimension nor completeness is assumed, and ordinary three-dimensional space is one instance. The sites are labelled by a finite type `ι`, and $n$ is `Fintype.card ι`. Charges are a function `q : ι → ℝ`, positions a function `r : ι → E`, and `moment q r u k` is $M_k(u)$, taken about the origin of `E` and without factorials or units. A zeroth power equals 1 also when the base is zero, so $M_0(u)$ is the total charge for every $u$. The order $k = 1$ gives the component $\langle u, p\rangle$ of the dipole moment $p = \sum_i q_i r_i$, and $k = 2$ gives the second-moment tensor, trace included, contracted twice with $u$. The vector $u$ is not normalised; since $M_k(\lambda u) = \lambda^k M_k(u)$ for real $\lambda$, the value for a unit direction is $M_k(u)/\|u\|^k$ when $u \neq 0$.

The hypothesis `Function.Injective r` says that different labels have different positions, that is, no two charges occupy one point, where only their sum could be observed. The hypothesis `∀ u : E, ∀ k < Fintype.card ι, moment q r u k = 0` says that the arrangement carries no moment of order $0$ to $n-1$ in any direction. It is assumed exactly, with no tolerance.

The theorems read as follows. `exists_determining_direction` gives, for distinct sites, one vector $u$ such that any charges with $M_k(u) = 0$ for all $k<n$ are zero; the quantifier over $q$ stands inside, so $u$ does not depend on the charges. `charges_eq_zero` is your claim. `injective_iff_moments_determine` adds the converse: the vanishing of all directional moments of order below $n$ forces $q = 0$ exactly when the sites are distinct. In `distribution_eq_of_moments` a distribution is a finitely supported function `ρ : E →₀ ℝ`, whose value at $x$ is the net charge at $x$, and `(ρ.support ∪ σ.support).card` is $|S|$. This theorem covers the step in your fit: two charge sets on the same $n$ distinct sites have $|S| \le n$, so agreement below order $n$ meets its hypothesis. `exists_charges_on_line` is the statement about $n+1$ collinear sites; it holds for arbitrary `x` and `e`, and it shows that the order bound is sharp when the $x_i$ are distinct and $e \ne 0$. `linear_quadrupole_moments` gives $M_0 = M_1 = 0$ and $M_2(u) = 2\langle u, e\rangle^2$ for the charges $1, -2, 1$ at $-e, 0, e$.

The smallest cases are included. For $n = 0$ there are no charges and the conclusion is empty, and for $n = 1$ the claim says that a single charge with zero total charge is zero. In both cases the separating vector may be $u = 0$, whereas for $n \ge 2$ distinct projections require $u \ne 0$.

Several things are not covered. The theorems concern uniqueness: they don't say that prescribed moments can be matched by charges on given sites, nor how errors in the moments propagate to the charges. The moments are the full ones with their traces, and nothing is stated about the traceless multipoles that enter the far-field expansion of the Coulomb potential. Continuous densities and infinite periodic lattices are excluded, and sharpness is proved only for lines through the origin. Partial charges on the nuclei cannot in general match all these moments of a molecular charge density: for a planar molecule with three or more nuclei and an origin in its plane, their second moment normal to the plane is zero, while that of the electrons is not. A least-squares fit with positive weights to all components of the moments of order below $n$ still has only one solution, because by `charges_eq_zero` the linear map from charges to these moments is injective.

```lean
import Mathlib

open scoped InnerProductSpace
open Finset

namespace DirectionalMoments

noncomputable section

variable {E : Type*} [NormedAddCommGroup E] [InnerProductSpace ℝ E]
variable {ι : Type*} [Fintype ι]

/-- The `k`-th moment along the vector `u` of charges `q i` at positions `r i`:
the sum of `q i * ⟪u, r i⟫ ^ k`. -/
def moment (q : ι → ℝ) (r : ι → E) (u : E) (k : ℕ) : ℝ :=
  ∑ i, q i * ⟪u, r i⟫_ℝ ^ k

/-- The `k`-th moment along `u` of a point-charge distribution `ρ`, where `ρ x` is the
charge at the point `x` and only finitely many points are charged. -/
def distributionMoment (ρ : E →₀ ℝ) (u : E) (k : ℕ) : ℝ :=
  ρ.sum fun x c => c * ⟪u, x⟫_ℝ ^ k

/-- For finitely many nonzero vectors there is a vector orthogonal to none of them. -/
theorem exists_not_orthogonal (s : Finset E) (hs : ∀ v ∈ s, v ≠ 0) :
    ∃ u : E, ∀ v ∈ s, ⟪u, v⟫_ℝ ≠ 0 := by
  classical
  induction s using Finset.induction_on with
  | empty => exact ⟨0, by simp⟩
  | insert a s ha ih =>
    obtain ⟨u, hu⟩ := ih (fun v hv => hs v (mem_insert_of_mem hv))
    -- tilt `u` towards `a` by an amount `t` outside a finite set of bad values
    obtain ⟨t, ht⟩ := Infinite.exists_notMem_finset
      ((insert a s).image fun v => -⟪u, v⟫_ℝ / ⟪a, v⟫_ℝ)
    refine ⟨u + t • a, fun v hv h => ?_⟩
    rw [inner_add_left, real_inner_smul_left] at h
    by_cases hav : ⟪a, v⟫_ℝ = 0
    · rcases mem_insert.mp hv with hva | hvs
      · rw [hva] at hav
        exact hs a (mem_insert_self a s) (inner_self_eq_zero.mp hav)
      · rw [hav, mul_zero, add_zero] at h
        exact hu v hvs h
    · refine ht (mem_image.mpr ⟨v, hv, ?_⟩)
      rw [div_eq_iff hav]
      linarith

/-- For finitely many distinct points there is a vector `u` whose inner products with them are
pairwise distinct. -/
theorem exists_separating_direction (r : ι → E) (hr : Function.Injective r) :
    ∃ u : E, Function.Injective fun i => ⟪u, r i⟫_ℝ := by
  classical
  -- choose `u` orthogonal to none of the differences `r i - r j`
  obtain ⟨u, hu⟩ := exists_not_orthogonal
    (((univ : Finset (ι × ι)).filter fun p => p.1 ≠ p.2).image fun p => r p.1 - r p.2) (by
      intro v hv
      obtain ⟨p, hp, rfl⟩ := mem_image.mp hv
      exact sub_ne_zero.mpr (hr.ne (mem_filter.mp hp).2))
  refine ⟨u, fun i j hij => ?_⟩
  by_contra hne
  have hij' : ⟪u, r i⟫_ℝ = ⟪u, r j⟫_ℝ := hij
  refine hu (r i - r j) (mem_image.mpr ⟨(i, j), mem_filter.mpr ⟨mem_univ _, hne⟩, rfl⟩) ?_
  rw [inner_sub_right, hij', sub_self]

/-- For `n` distinct points there is one vector `u`, depending only on the points, such that any
charges whose moments along `u` of order below `n` vanish are all zero. -/
theorem exists_determining_direction (r : ι → E) (hr : Function.Injective r) :
    ∃ u : E, ∀ q : ι → ℝ, (∀ k < Fintype.card ι, moment q r u k = 0) → q = 0 := by
  obtain ⟨u, hu⟩ := exists_separating_direction r hr
  refine ⟨u, fun q hq => ?_⟩
  let e : Fin (Fintype.card ι) ≃ ι := (Fintype.equivFin ι).symm
  -- the projections are distinct, so the Vandermonde system has only the zero solution
  have h0 : (fun j => q (e j)) = 0 := by
    refine Matrix.eq_zero_of_forall_pow_sum_mul_pow_eq_zero
      (f := fun j => ⟪u, r (e j)⟫_ℝ) (hu.comp e.injective) (fun k => ?_)
    exact (e.sum_comp fun i => q i * ⟪u, r i⟫_ℝ ^ (k : ℕ)).trans (hq k k.2)
  funext i
  have hi := congrFun h0 (e.symm i)
  simpa using hi

/-- If `n` charges sit at distinct points and their moments of order below `n` vanish along
every vector `u`, then all the charges are zero. -/
theorem charges_eq_zero (q : ι → ℝ) (r : ι → E) (hr : Function.Injective r)
    (hq : ∀ u : E, ∀ k < Fintype.card ι, moment q r u k = 0) : q = 0 := by
  obtain ⟨u, hu⟩ := exists_determining_direction r hr
  exact hu q (hq u)

/-- The `n` points are distinct exactly when the only charges on them with all directional
moments of order below `n` equal to zero are the zero charges. -/
theorem injective_iff_moments_determine (r : ι → E) :
    Function.Injective r ↔
      ∀ q : ι → ℝ, (∀ u : E, ∀ k < Fintype.card ι, moment q r u k = 0) → q = 0 := by
  classical
  refine ⟨fun hr q hq => charges_eq_zero q r hr hq, fun h i j hij => ?_⟩
  by_contra hne
  -- opposite unit charges at two coincident points have no moments
  have h0 := h (fun l => (if l = i then 1 else 0) - (if l = j then 1 else 0)) (by
    intro u k _
    simp [moment, sub_mul, Finset.sum_sub_distrib, hij])
  have hi := congrFun h0 i
  simp [hne] at hi

/-- Two point-charge distributions whose directional moments agree for every order below the
number of points charged in either of them are equal. -/
theorem distribution_eq_of_moments [DecidableEq E] (ρ σ : E →₀ ℝ)
    (h : ∀ u : E, ∀ k < (ρ.support ∪ σ.support).card,
      distributionMoment ρ u k = distributionMoment σ u k) : ρ = σ := by
  set S := ρ.support ∪ σ.support with hS
  have hsum : ∀ τ : E →₀ ℝ, τ.support ⊆ S → ∀ u k,
      distributionMoment τ u k = ∑ x ∈ S, τ x * ⟪u, x⟫_ℝ ^ k := fun τ hτ u k =>
    Finsupp.sum_of_support_subset τ hτ _ (by simp)
  -- apply the main theorem to the difference of the charges on the union of the supports
  have h0 := charges_eq_zero (ι := S) (fun x => ρ x - σ x) (fun x => (x : E))
    Subtype.val_injective (by
      intro u k hk
      have hk' := h u k (by simpa using hk)
      rw [hsum ρ subset_union_left, hsum σ subset_union_right] at hk'
      refine (Finset.sum_coe_sort S fun x => (ρ x - σ x) * ⟪u, x⟫_ℝ ^ k).trans ?_
      simp only [sub_mul, Finset.sum_sub_distrib]
      linarith)
  ext x
  by_cases hx : x ∈ S
  · exact sub_eq_zero.mp (congrFun h0 ⟨x, hx⟩)
  · rw [hS, mem_union, not_or, Finsupp.mem_support_iff, Finsupp.mem_support_iff,
      not_not, not_not] at hx
    rw [hx.1, hx.2]

/-- On any `n + 1` points `x i • e` of a line through the origin there are charges, not all
zero, whose moments of order below `n` vanish along every vector. -/
theorem exists_charges_on_line (n : ℕ) (x : Fin (n + 1) → ℝ) (e : E) :
    ∃ q : Fin (n + 1) → ℝ, q ≠ 0 ∧
      ∀ u : E, ∀ k < n, moment q (fun i => x i • e) u k = 0 := by
  let A : Matrix (Fin n) (Fin (n + 1)) ℝ := Matrix.of fun k i => x i ^ (k : ℕ)
  -- `n` linear conditions on `n + 1` unknowns have a nonzero solution
  have hA : ¬ Function.Injective A.mulVecLin := by
    intro hinj
    have := LinearMap.finrank_le_finrank_of_injective hinj
    simp at this
  rw [injective_iff_map_eq_zero] at hA
  push Not at hA
  obtain ⟨q, hq, hq0⟩ := hA
  refine ⟨q, hq0, fun u k hk => ?_⟩
  have h1 : ∑ i, x i ^ k * q i = 0 := congrFun hq ⟨k, hk⟩
  calc moment q (fun i => x i • e) u k = (∑ i, x i ^ k * q i) * ⟪u, e⟫_ℝ ^ k := by
        rw [moment, Finset.sum_mul]
        refine Finset.sum_congr rfl fun i _ => ?_
        rw [real_inner_smul_right, mul_pow]
        ring
    _ = 0 := by rw [h1, zero_mul]

/-- The charges `1, -2, 1` at `-e, 0, e` have vanishing moments of order zero and one along
every `u`, and second moment `2 ⟪u, e⟫ ^ 2`. -/
theorem linear_quadrupole_moments (e u : E) :
    moment ![1, -2, 1] ![-e, 0, e] u 0 = 0 ∧ moment ![1, -2, 1] ![-e, 0, e] u 1 = 0 ∧
      moment ![1, -2, 1] ![-e, 0, e] u 2 = 2 * ⟪u, e⟫_ℝ ^ 2 := by
  refine ⟨?_, ?_, ?_⟩ <;> simp [moment, Fin.sum_univ_three, inner_neg_right] <;> ring

end

end DirectionalMoments
```

```lean
#print axioms DirectionalMoments.injective_iff_moments_determine
#print axioms DirectionalMoments.distribution_eq_of_moments
#print axioms DirectionalMoments.exists_charges_on_line
#print axioms DirectionalMoments.linear_quadrupole_moments
```

```
'DirectionalMoments.injective_iff_moments_determine' depends on axioms: [propext, Classical.choice, Quot.sound]
'DirectionalMoments.distribution_eq_of_moments' depends on axioms: [propext, Classical.choice, Quot.sound]
'DirectionalMoments.exists_charges_on_line' depends on axioms: [propext, Classical.choice, Quot.sound]
'DirectionalMoments.linear_quadrupole_moments' depends on axioms: [propext, Classical.choice, Quot.sound]
```

## From the tilting argument to the Vandermonde system

`exists_not_orthogonal` is the first step, by `Finset.induction_on`. The empty case takes $u = 0$. In the step, the bad set is the image of `insert a s` under `fun v => -⟪u, v⟫_ℝ / ⟪a, v⟫_ℝ`, and `Infinite.exists_notMem_finset` supplies a real $t$ outside it. Where $\langle a, v\rangle = 0$ Lean's quotient is 0, which only adds one harmless value to avoid. The proof offers `u + t • a`, assumes its inner product with some $v$ vanishes, and expands that equation to $\langle u, v\rangle + t\langle a, v\rangle = 0$. The case split on `hav` is the one above. For $\langle a, v\rangle = 0$, either $v = a$ and `inner_self_eq_zero` contradicts $a \ne 0$, or $v \in s$ and the induction hypothesis is contradicted. Otherwise `div_eq_iff` and `linarith` show $t = t_v$, which was excluded.

`exists_separating_direction` applies this lemma to the image of the pairs with `p.1 ≠ p.2` under `r p.1 - r p.2`; injectivity of `r` makes each difference nonzero. If two projections agreed for $i \ne j$, `inner_sub_right` would give $\langle u, r_i - r_j\rangle = 0$, against the choice of $u$.

`exists_determining_direction` numbers the sites by a bijection from `Fin (Fintype.card ι)` to `ι`, called `e` in that proof and unrelated to the vector $e$ of the line. Mathlib's `Matrix.eq_zero_of_forall_pow_sum_mul_pow_eq_zero` is the Vandermonde step: given injective nodes and vanishing sums $\sum_j q_j y_j^{\,k}$ for $k = 0, \dots, n-1$, the coefficients vanish. The nodes are the projections, and `e.sum_comp` identifies the renumbered sum with `moment q r u k`. `charges_eq_zero` then specialises the hypothesis for all vectors to this one $u$.

For the converse in `injective_iff_moments_determine`, suppose $r_i = r_j$ with $i \ne j$ and take the charge $+1$ at $i$, $-1$ at $j$ and zero elsewhere. Each moment is $\langle u, r_i\rangle^k - \langle u, r_j\rangle^k = 0$, so the assumed uniqueness would make these charges zero, and evaluating at $i$ gives $1 = 0$.

In `distribution_eq_of_moments`, `hsum` rewrites the moment of any distribution supported in $S$ as a sum over all of $S$. The main theorem is applied with `ι := S`, positions given by the inclusion of $S$ in `E` (injective by `Subtype.val_injective`), and charges `ρ x - σ x`. The final case split treats $x \in S$ by this result and $x \notin S$ by the definition of the support.

`exists_charges_on_line` forms the $n \times (n+1)$ matrix `A` with entries $x_i^{\,k}$. An injective linear map from $\mathbb{R}^{n+1}$ to $\mathbb{R}^n$ would give $n + 1 \le n$ by `LinearMap.finrank_le_finrank_of_injective`, so the kernel holds a nonzero $q$. The `calc` block is the factorisation of $M_k(u)$ into $\langle u, e\rangle^k$ and the $k$-th row of $Aq$. `linear_quadrupole_moments` expands three-term sums; with $y = \langle u, e\rangle$ they are $1 - 2 + 1 = 0$, $-y + y = 0$ and $y^2 + y^2 = 2y^2$.

## Small configurations that break uniqueness

Without distinct sites, the charges $+1$ and $-1$ at one point have all moments zero and are not zero themselves, as in the converse above.

With one order too few, the linear quadrupole with $e \ne 0$ has three distinct sites and nonzero charges, while its moments of order below 2 vanish in every direction. The order $k = 2$, which the claim for $n = 3$ includes, detects it: for a unit vector $u$ at angle $\theta$ to $e$ the second moment is $2\|e\|^2\cos^2\theta$.

Two further examples follow by direct arithmetic and are not theorems of the file. If the moments vanish only along one arbitrarily chosen vector, take the plane with $+1$ at $(0, 1)$, $-1$ at $(0, -1)$ and $u = (1, 0)$. Both projections are 0, so $M_k(u) = 0$ for every $k$, although the dipole moment $(0, 2)$ is nonzero. And if, for two distributions, the orders were counted by the larger support in place of the union, take $\rho$ with charge 2 at the origin and $\sigma$ with unit charges at $-e$ and $e$, where $e \neq 0$. The larger support has two points, and the moments of order 0 and 1 agree, being 2 and 0 for both, yet $\rho \ne \sigma$. The union has three points, and at order 2 the moments are $0$ and $2\langle u, e\rangle^2$.
